# Four Independent Random Sign Vectors Estimate the Full Contraction of Two Real Four-Index Tensors without Bias

One form of stochastic-orbital MP2 draws random signs, combines the occupied and virtual orbitals with them, and evaluates two-electron integrals over the few resulting orbitals instead of looping over all index quadruples. It then averages products of such integrals over many draws. This step relies on the average having the right expectation value.

Let \(V_{iajb}\) and \(W_{iajb}\) be real tensors with finite index ranges, and let \(s,r,u,w\) be independent vectors whose components are \(\pm1\) with equal probability. Write

\[
C_V(s,r,u,w)=\sum_{iajb}V_{iajb}\,s_i r_a u_j w_b .
\]

With \(\langle\cdot\rangle\) for the average over all sign vectors, the identity is

\[
\langle C_V\,C_W\rangle=\sum_{iajb}V_{iajb}W_{iajb}.
\]

## One sample in a Laplace MP2 code

Take \(V_{iajb}=(ia|jb)\) over real spatial orbitals, with \(i,j\) occupied and \(a,b\) virtual. Form \(\phi_s=\sum_i s_i\phi_i\) and \(\phi_u\) from the occupied orbitals, and \(\phi_r\) and \(\phi_w\) from the virtual ones. By linearity, \(C_V\) is the single integral \((\phi_s\phi_r|\phi_u\phi_w)\).

At imaginary time \(t\), a second set of orbitals uses the same signs, with occupied coefficients multiplied by \(e^{\varepsilon_i t}\) and virtual ones by \(e^{-\varepsilon_a t}\), where \(\varepsilon\) denotes orbital energies. The sample is the unpropagated integral times the combination "twice direct minus exchange" of propagated integrals. The exchange integral is the direct one with the two virtual stochastic orbitals swapped. Samples are averaged, summed over a time quadrature and negated.

Placing the zero of energy inside the gap leaves the energy differences unchanged and keeps every propagation factor at or below one.

## From sign correlations to energy denominators

**Two signs.** If \(i=k\), then \(s_i s_k=1\). If \(i\neq k\), flipping \(s_i\) permutes the sign vectors and reverses the product, so the average equals its own negative and vanishes. Hence \(\langle s_i s_k\rangle=\delta_{ik}\).

**Two linear forms.** For real coefficients \(x_i,y_i\),

\[
\Big\langle\sum_i x_i s_i\sum_k y_k s_k\Big\rangle
=\sum_{ik}x_i y_k\,\delta_{ik}=\sum_i x_i y_i .
\]

**Four indices.** Write \(C_V=\sum_i X_i s_i\) with \(X_i=\sum_{ajb}V_{iajb}r_a u_j w_b\), and \(C_W=\sum_i Y_i s_i\) likewise. Averaging over \(s\) leaves \(\sum_i X_iY_i\). For each \(i\), both factors are linear in \(r\), so averaging over \(r\) sets their two values of the index \(a\) equal. Averaging over \(u\) and then \(w\) does the same for \(j\) and \(b\), which gives the identity.

**Propagation.** Let \(\Delta_{iajb}=\varepsilon_i+\varepsilon_j-\varepsilon_a-\varepsilon_b\). Propagating the orbitals in \(C_W\) replaces \(W_{iajb}\) by \(W_{iajb}e^{\Delta_{iajb}t}\), so the average becomes \(\sum_{iajb} V_{iajb}W_{iajb}e^{\Delta_{iajb}t}\).

**Time integral.** If every occupied level lies below every virtual level, then \(\Delta_{iajb}<0\) and

\[
\int_0^\infty e^{\Delta_{iajb}t}\,dt=-\frac1{\Delta_{iajb}} .
\]

Each term is integrable and the sum is finite, so

\[
\sum_{iajb}\frac{V_{iajb}W_{iajb}}{\Delta_{iajb}}
=-\int_0^\infty\sum_{iajb}V_{iajb}W_{iajb}e^{\Delta_{iajb}t}\,dt .
\]

Setting \(W_{iajb}=2V_{iajb}-V_{ibja}\) gives the closed-shell MP2 energy on the left. Linearity of \(C_W\) in \(W\) splits the estimator into its direct and exchange parts.

**Shared signs.** Suppose one vector \(s\) serves both occupied indices. For \(N\) occupied orbitals, one virtual orbital and \(V_{iajb}=\delta_{ij}\), the contraction is \(\sum_i s_i r s_i w=Nrw\). Its square is \(N^2\) in every sample, whereas \(\sum_{ij}\delta_{ij}^2=N\). The two differ as soon as \(N\ge2\).

## The Lean file

```lean
import Mathlib

open MeasureTheory Set

namespace StochasticOrbitalMP2

noncomputable section

variable {I A J B : Type*} [Fintype I] [Fintype A] [Fintype J] [Fintype B]
  [DecidableEq I] [DecidableEq A] [DecidableEq J] [DecidableEq B]

/-- The random sign `+1` or `-1` encoded by a Boolean. -/
def sgn (b : Bool) : ℝ := if b then 1 else -1

/-- The average of `f` over all sign vectors, each taken with equal weight. -/
def signAvg (f : (I → ℝ) → ℝ) : ℝ :=
  (∑ s : I → Bool, f (fun i => sgn (s i))) / 2 ^ Fintype.card I

/-- The average over four independent uniform sign vectors. -/
def orbitalAvg (F : (I → ℝ) → (A → ℝ) → (J → ℝ) → (B → ℝ) → ℝ) : ℝ :=
  signAvg fun w => signAvg fun u => signAvg fun r => signAvg fun s => F s r u w

omit [DecidableEq I] [DecidableEq A] [DecidableEq J] [DecidableEq B] in
/-- The four-index tensor `V` evaluated on four orbitals with coefficients `x, y, z, w`. -/
def contract (V : I → A → J → B → ℝ) (x : I → ℝ) (y : A → ℝ) (z : J → ℝ) (w : B → ℝ) : ℝ :=
  ∑ i, ∑ a, ∑ j, ∑ b, V i a j b * x i * y a * z j * w b

/-- Orbital coefficients `x` after each component is scaled by `exp (e i * t)`. -/
def propagate {K : Type*} (e : K → ℝ) (t : ℝ) (x : K → ℝ) : K → ℝ :=
  fun i => Real.exp (e i * t) * x i

/-- The closed-shell MP2 energy from spatial integrals `V i a j b` and orbital energies. -/
def mp2Energy (eo : I → ℝ) (ev : A → ℝ) (V : I → A → I → A → ℝ) : ℝ :=
  ∑ i, ∑ a, ∑ j, ∑ b,
    V i a j b * (2 * V i a j b - V i b j a) / (eo i + eo j - ev a - ev b)

/-- A quantity that takes the same value on every sign vector has that value as its average. -/
theorem signAvg_of_const {f : (I → ℝ) → ℝ} {c : ℝ}
    (h : ∀ s : I → Bool, f (fun i => sgn (s i)) = c) : signAvg f = c := by
  simp [signAvg, h]

/-- The product of two different components of a random sign vector averages to zero, and the square
of each component averages to one. -/
theorem signAvg_pair (i k : I) :
    signAvg (fun s : I → ℝ => s i * s k) = if i = k then 1 else 0 := by
  by_cases h : i = k
  · subst h
    rw [if_pos rfl]
    have hb : ∀ b, sgn b * sgn b = 1 := by intro b; cases b <;> simp [sgn]
    exact signAvg_of_const fun s => hb (s i)
  · -- flipping the sign at `i` reverses the product, so the sum cancels
    let e : Equiv.Perm (I → Bool) := Function.Involutive.toPerm
      (fun s : I → Bool => Function.update s i (!s i)) (by intro s; simp)
    have hs := Equiv.sum_comp e (fun s => sgn (s i) * sgn (s k))
    have hf : ∀ s, sgn (e s i) * sgn (e s k) = -(sgn (s i) * sgn (s k)) := by
      intro s
      have h1 : e s i = !s i := by
        change Function.update s i (!s i) i = _
        simp
      have h2 : e s k = s k := by
        change Function.update s i (!s i) k = _
        exact Function.update_of_ne (Ne.symm h) _ _
      have hnot : ∀ b, sgn (!b) = -sgn b := by intro b; cases b <;> simp [sgn]
      rw [h1, h2, hnot, neg_mul]
    simp only [hf, Finset.sum_neg_distrib] at hs
    have h0 : ∑ s : I → Bool, sgn (s i) * sgn (s k) = 0 := by linarith
    simp only [signAvg, h0, zero_div, if_neg h]

/-- The average over sign vectors commutes with finite sums. -/
theorem signAvg_sum {K : Type*} [Fintype K] (f : K → (I → ℝ) → ℝ) :
    signAvg (fun s => ∑ k, f k s) = ∑ k, signAvg (fun s => f k s) := by
  simp only [signAvg]
  rw [Finset.sum_comm, Finset.sum_div]

/-- The averaged product of two random projections is the dot product of the
projected vectors. -/
theorem signAvg_projections (x y : I → ℝ) :
    signAvg (fun s => (∑ i, x i * s i) * (∑ k, y k * s k)) = ∑ i, x i * y i := by
  have hc : ∀ (c : ℝ) (f : (I → ℝ) → ℝ),
      signAvg (fun s => c * f s) = c * signAvg (fun s => f s) := by
    intro c f
    simp only [signAvg, ← Finset.mul_sum, mul_div_assoc]
  calc signAvg (fun s => (∑ i, x i * s i) * (∑ k, y k * s k))
      = signAvg (fun s => ∑ i, ∑ k, (x i * y k) * (s i * s k)) := by
        congr 1
        funext s
        rw [Finset.sum_mul_sum]
        exact Finset.sum_congr rfl fun i _ => Finset.sum_congr rfl fun k _ => by ring
    _ = ∑ i, x i * y i := by
        simp only [signAvg_sum]
        refine Finset.sum_congr rfl fun i _ => ?_
        rw [Finset.sum_congr rfl fun k _ =>
          (hc (x i * y k) (fun s => s i * s k)).trans (by rw [signAvg_pair])]
        simp

/-- The product of two tensors evaluated on the same four independent stochastic orbitals
averages to the full contraction of the tensors. -/
theorem stochastic_contraction_unbiased (V W : I → A → J → B → ℝ) :
    orbitalAvg (fun s r u w => contract V s r u w * contract W s r u w)
      = ∑ i, ∑ a, ∑ j, ∑ b, V i a j b * W i a j b := by
  -- write the contraction as nested projections, one index at a time
  have hn : ∀ (T : I → A → J → B → ℝ) x y z w, contract T x y z w =
      ∑ i, (∑ a, (∑ j, (∑ b, T i a j b * w b) * z j) * y a) * x i := by
    intro T x y z w
    simp only [contract, Finset.sum_mul]
    exact Finset.sum_congr rfl fun i _ => Finset.sum_congr rfl fun a _ =>
      Finset.sum_congr rfl fun j _ => Finset.sum_congr rfl fun b _ => by ring
  simp only [orbitalAvg, hn, signAvg_projections, signAvg_sum]

/-- Propagating the stochastic orbitals of one factor in imaginary time `t` weights each term
of the averaged product by the exponential of its energy difference times `t`. -/
theorem propagated_estimator (eo : I → ℝ) (ev : A → ℝ) (V W : I → A → I → A → ℝ) (t : ℝ) :
    orbitalAvg (fun s r u w => contract V s r u w *
        contract W (propagate eo t s) (propagate (-ev) t r)
          (propagate eo t u) (propagate (-ev) t w))
      = ∑ i, ∑ a, ∑ j, ∑ b,
          V i a j b * (W i a j b * Real.exp ((eo i + eo j - ev a - ev b) * t)) := by
  have h : ∀ x y z w, contract W (propagate eo t x) (propagate (-ev) t y)
      (propagate eo t z) (propagate (-ev) t w) =
      contract (fun i a j b => W i a j b * Real.exp ((eo i + eo j - ev a - ev b) * t))
        x y z w := by
    intro x y z w
    simp only [contract, propagate, Pi.neg_apply]
    refine Finset.sum_congr rfl fun i _ => Finset.sum_congr rfl fun a _ =>
      Finset.sum_congr rfl fun j _ => Finset.sum_congr rfl fun b _ => ?_
    have he : Real.exp ((eo i + eo j - ev a - ev b) * t) = Real.exp (eo i * t) *
        Real.exp (-ev a * t) * Real.exp (eo j * t) * Real.exp (-ev b * t) := by
      rw [← Real.exp_add, ← Real.exp_add, ← Real.exp_add]
      congr 1
      ring
    rw [he]
    ring
  simp only [h]
  exact stochastic_contraction_unbiased V _

/-- With all occupied levels below all virtual levels, a contraction with energy denominators is
minus the imaginary-time integral of the averaged stochastic estimator. -/
theorem laplace_estimator (eo : I → ℝ) (ev : A → ℝ) (gap : ∀ i a, eo i < ev a)
    (V W : I → A → I → A → ℝ) :
    ∑ i, ∑ a, ∑ j, ∑ b, V i a j b * W i a j b / (eo i + eo j - ev a - ev b)
      = -∫ t in Ioi (0 : ℝ), orbitalAvg (fun s r u w => contract V s r u w *
          contract W (propagate eo t s) (propagate (-ev) t r)
            (propagate eo t u) (propagate (-ev) t w)) := by
  simp only [propagated_estimator]
  have hD : ∀ i a j b, eo i + eo j - ev a - ev b < 0 := fun i a j b => by
    linarith [gap i a, gap j b]
  -- the gap makes every term decay, so sums and integral may be exchanged
  have hint : ∀ i a j b, Integrable (fun t : ℝ => V i a j b *
      (W i a j b * Real.exp ((eo i + eo j - ev a - ev b) * t)))
      (volume.restrict (Ioi 0)) := fun i a j b =>
    ((integrableOn_exp_mul_Ioi (hD i a j b) 0).const_mul _).const_mul _
  rw [integral_finsetSum _ (fun i _ => integrable_finsetSum _ fun a _ =>
    integrable_finsetSum _ fun j _ => integrable_finsetSum _ fun b _ => hint i a j b),
    ← Finset.sum_neg_distrib]
  refine Finset.sum_congr rfl fun i _ => ?_
  rw [integral_finsetSum _ (fun a _ => integrable_finsetSum _ fun j _ =>
    integrable_finsetSum _ fun b _ => hint i a j b), ← Finset.sum_neg_distrib]
  refine Finset.sum_congr rfl fun a _ => ?_
  rw [integral_finsetSum _ (fun j _ => integrable_finsetSum _ fun b _ => hint i a j b),
    ← Finset.sum_neg_distrib]
  refine Finset.sum_congr rfl fun j _ => ?_
  rw [integral_finsetSum _ (fun b _ => hint i a j b), ← Finset.sum_neg_distrib]
  refine Finset.sum_congr rfl fun b _ => ?_
  rw [integral_const_mul, integral_const_mul, integral_exp_mul_Ioi (hD i a j b) 0,
    mul_zero, Real.exp_zero]
  ring

/-- With all occupied levels below all virtual levels, the MP2 energy is minus the imaginary-time
integral of the averaged stochastic-orbital estimator, formed from twice the direct term minus the
exchange term. -/
theorem mp2_stochastic_unbiased (eo : I → ℝ) (ev : A → ℝ) (gap : ∀ i a, eo i < ev a)
    (V : I → A → I → A → ℝ) :
    mp2Energy eo ev V = -∫ t in Ioi (0 : ℝ), orbitalAvg (fun s r u w =>
      contract V s r u w *
        (2 * contract V (propagate eo t s) (propagate (-ev) t r)
            (propagate eo t u) (propagate (-ev) t w)
          - contract (fun i a j b => V i b j a) (propagate eo t s) (propagate (-ev) t r)
            (propagate eo t u) (propagate (-ev) t w))) := by
  have hl : ∀ x y z w, contract (fun i a j b => 2 * V i a j b - V i b j a) x y z w =
      2 * contract V x y z w - contract (fun i a j b => V i b j a) x y z w := by
    intro x y z w
    simp only [contract, Finset.mul_sum, ← Finset.sum_sub_distrib]
    exact Finset.sum_congr rfl fun i _ => Finset.sum_congr rfl fun a _ =>
      Finset.sum_congr rfl fun j _ => Finset.sum_congr rfl fun b _ => by ring
  have h := laplace_estimator eo ev gap V (fun i a j b => 2 * V i a j b - V i b j a)
  simp only [hl] at h
  exact h

/-- Let `N` be the number of occupied orbitals, with a single virtual orbital. If both occupied
indices share one sign vector, the squared contraction of the tensor `δ_ij` averages to `N ^ 2`,
while the sum of the squared entries of the tensor is `N`. -/
theorem shared_signs_biased :
    signAvg (fun s : I → ℝ => signAvg fun r : Unit → ℝ => signAvg fun w : Unit → ℝ =>
        contract (fun i _ j _ => if i = j then 1 else 0) s r s w ^ 2)
      = (Fintype.card I : ℝ) ^ 2 ∧
    ∑ i : I, ∑ _a : Unit, ∑ j : I, ∑ _b : Unit, (if i = j then (1 : ℝ) else 0) ^ 2
      = Fintype.card I := by
  have hsq : ∀ b, sgn b * sgn b = 1 := by intro b; cases b <;> simp [sgn]
  constructor
  · refine signAvg_of_const fun s => signAvg_of_const fun r => signAvg_of_const fun w => ?_
    have h : contract (fun (i : I) (_ : Unit) (j : I) (_ : Unit) => if i = j then 1 else 0)
        (fun i => sgn (s i)) (fun a => sgn (r a)) (fun i => sgn (s i)) (fun b => sgn (w b))
        = Fintype.card I * (sgn (r ()) * sgn (w ())) := by
      simp only [contract, Finset.univ_unique, Finset.sum_singleton, PUnit.default_eq_unit,
        ite_mul, one_mul, zero_mul, Finset.sum_ite_eq, Finset.mem_univ, if_true]
      rw [Finset.sum_congr rfl fun i _ => show
        sgn (s i) * sgn (r ()) * sgn (s i) * sgn (w ()) = sgn (r ()) * sgn (w ()) by
          linear_combination (sgn (r ()) * sgn (w ())) * hsq (s i)]
      simp
    rw [h]
    calc ((Fintype.card I : ℝ) * (sgn (r ()) * sgn (w ()))) ^ 2
        = (Fintype.card I : ℝ) ^ 2 * (sgn (r ()) * sgn (r ())) * (sgn (w ()) * sgn (w ())) := by
          ring
      _ = (Fintype.card I : ℝ) ^ 2 := by rw [hsq, hsq, mul_one, mul_one]
  · simp

end

end StochasticOrbitalMP2
```

```lean
#print axioms StochasticOrbitalMP2.stochastic_contraction_unbiased
-- 'StochasticOrbitalMP2.stochastic_contraction_unbiased' depends on axioms: [propext, Classical.choice, Quot.sound]
#print axioms StochasticOrbitalMP2.mp2_stochastic_unbiased
-- 'StochasticOrbitalMP2.mp2_stochastic_unbiased' depends on axioms: [propext, Classical.choice, Quot.sound]
#print axioms StochasticOrbitalMP2.shared_signs_biased
-- 'StochasticOrbitalMP2.shared_signs_biased' depends on axioms: [propext, Classical.choice, Quot.sound]
```

## How the Lean objects map to orbitals

The types `I`, `A`, `J` and `B` are finite index sets; in the MP2 theorems `I` labels occupied and `A` virtual spatial orbitals. A sign vector is a Boolean assignment read through `sgn`, and `signAvg` is the uniform average over all of them. The four nested averages in `orbitalAvg` express independence. `contract V` is \(C_V\), and `propagate` applies the exponential factors, with `-ev` supplying the minus sign for virtual orbitals.

`stochastic_contraction_unbiased` states the identity for arbitrary real tensors, with no permutation symmetry assumed. `mp2_stochastic_unbiased` equates `mp2Energy` with minus the integral over positive \(t\) of the averaged estimator. Its hypothesis `gap` says that the highest occupied level lies strictly below the lowest virtual one, which makes every product factor \(e^{\Delta_{iajb}t}\) decay.

## How the proof follows the derivation

`signAvg_pair` performs the sign flip as the permutation `e`; `Equiv.sum_comp` reindexes the sum, which then equals its own negative. `signAvg_projections` expands the product of two linear forms and collapses the double sum. In the main theorem, `hn` writes the contraction as nested linear forms, and `simp only` removes one sign vector at a time.

`propagated_estimator` absorbs the exponentials into `W` and applies the main theorem. In `laplace_estimator`, `hint` supplies the integrability of each term, `integral_finsetSum` moves the integral through the four sums, and `integral_exp_mul_Ioi` evaluates it. The MP2 theorem then needs only the linearity statement `hl`. In `shared_signs_biased`, every sample has the same value, so `signAvg_of_const` gives the average.

## Exact expectation, unknown sampling error

For a finite orbital set with a gap, the theorems fix the expectation of the MP2 estimator, exchange included. They give no variance, and so no number of samples needed for a target error. The time integral is exact, so a code's quadrature adds its own deterministic error. The integrals and orbital energies are given real numbers: neither the Hartree–Fock calculation that produces them nor the perturbation theory behind the MP2 formula is derived.

When testing an implementation, a small system allows all sign vectors to be enumerated. The average at each time point should then match the deterministic sum to rounding error, so a larger discrepancy cannot be put down to statistical noise.
